# Coupling of any strength leaves the gap between a higher metal block and a lower ligand block empty

## Filling the levels of a complex

In a simple orbital picture of a transition-metal complex with donor ligands, each ligand orbital supplies one electron pair. These pairs are assigned to a lower group of levels, and the remaining electrons to the metal-derived levels above. The pairs fill the lower group exactly if, after metal and ligand orbitals have mixed, it has as many levels as there are ligand orbitals. For a fixed one-electron Hamiltonian whose metal block lies entirely above its ligand block, this holds however strong the mixing.

Take m metal and ℓ ligand orbitals, orthonormal and finite in number, and write the Hamiltonian, taken to be a real symmetric matrix in this basis, as

H = [[A, V], [Vᵀ, B]].

A acts among the metal orbitals, B among the ligand orbitals, and V couples the two sets. Before coupling, every metal level is at least a and every ligand level at most b, with b < a. These bounds stand for ligand donor orbitals that are lower in energy than the metal orbitals.

The gap from b to a is not the ligand-field splitting Δ, which separates levels within the upper group.

## The level count and the cost of promotion

Counted with multiplicity, exactly ℓ levels of H are at most b and exactly m are at least a. Since H has m + ℓ levels, none lies strictly between b and a.

Now put ℓ non-interacting electrons of the same spin into any set s of ℓ distinct levels, and let G be the set of levels at or below b. With εᵢ for the level energies,

Σ_{i∈s} εᵢ − Σ_{i∈G} εᵢ ≥ (a − b) · |s \ G|.

Each electron placed outside G therefore costs at least a − b.

## Derivation by counting amplitudes

Let an orbital x have metal part p and ligand part q. Its energy form is

xᵀHx = pᵀAp + 2 pᵀVq + qᵀBq.

Expand x in orthonormal eigenvectors of H with coefficients cᵢ. Then

xᵀHx = Σ εᵢ cᵢ² and xᵀx = Σ cᵢ².

Suppose that x combines only levels below a and has no ligand part, q = 0. The coupling term vanishes, and the bound on A gives

Σ εᵢ cᵢ² = pᵀAp ≥ a pᵀp = a Σ cᵢ².

Hence Σ (a − εᵢ) cᵢ² ≤ 0. Every level with cᵢ ≠ 0 has a − εᵢ > 0, so all cᵢ vanish. The linear map from the coefficients of the levels below a to the ℓ ligand amplitudes is therefore injective. Writing N for the number of levels that satisfy a condition,

N(ε < a) ≤ ℓ.

For a combination of levels above b with p = 0, the bound on B gives Σ (εᵢ − b) cᵢ² ≤ 0. Again all coefficients vanish, so

N(ε > b) ≤ m.

The total is m + ℓ, and b < a, so

ℓ ≤ m + ℓ − N(ε > b) = N(ε ≤ b) ≤ N(ε < a) ≤ ℓ,

m ≤ m + ℓ − N(ε < a) = N(ε ≥ a) ≤ N(ε > b) ≤ m.

Equality holds throughout both lines.

For the promotion cost, levels common to s and G cancel. Both sets have ℓ members, so s \ G and G \ s have the same size k. The first contributes at least ka, the second at most kb, and the difference is at least k(a − b).

## Orbitals, bounds and levels in Lean

The types `M` and `L` label the metal and ligand orbitals; their sizes are m and ℓ, and either may be empty. `hamiltonian A V B` is the block matrix on the disjoint union `M ⊕ L`. The ordinary dot product expresses the orthonormality of the basis.

The hypotheses `hA` and `hB` say that A − a·1 and b·1 − B are positive semidefinite. They bound the whole blocks, not merely their diagonal entries. V is unrestricted. The hypothesis `hH` says that H is symmetric, and `hH.eigenvalues` lists its levels with multiplicity. These levels are also indexed by `M ⊕ L`, but the index does not mark a level as metallic or ligand-like. The theorem counts levels and makes no statement about their composition.

`ligand_field_level_count` states the two counts, and `promotion_cost` the energy inequality. Applying these results to a real complex means describing its interacting electrons by one fixed matrix H whose blocks satisfy the bounds. In a self-consistent calculation, H generally changes with the occupation, so the promotion cost for a fixed H need not equal the change in total energy.

```lean
import Mathlib

open Matrix

namespace LigandFieldLevelCount

variable {M L n : Type*} [Fintype M] [Fintype L] [Fintype n]
  [DecidableEq M] [DecidableEq L] [DecidableEq n]

/-- The orbital Hamiltonian of a complex: metal block `A`, ligand block `B`, and
metal-ligand coupling `V`. -/
def hamiltonian (A : Matrix M M ℝ) (V : Matrix M L ℝ) (B : Matrix L L ℝ) :
    Matrix (M ⊕ L) (M ⊕ L) ℝ :=
  fromBlocks A V Vᵀ B

omit [DecidableEq M] [DecidableEq L] in
/-- The energy form of an orbital is the sum of its metal part, its ligand part and twice
the coupling between them. -/
theorem energy_blocks (A : Matrix M M ℝ) (V : Matrix M L ℝ) (B : Matrix L L ℝ)
    (x : M ⊕ L → ℝ) :
    x ⬝ᵥ hamiltonian A V B *ᵥ x =
      (x ∘ Sum.inl) ⬝ᵥ A *ᵥ (x ∘ Sum.inl)
        + 2 * ((x ∘ Sum.inl) ⬝ᵥ V *ᵥ (x ∘ Sum.inr))
        + (x ∘ Sum.inr) ⬝ᵥ B *ᵥ (x ∘ Sum.inr) := by
  have dot : ∀ (p : M → ℝ) (q : L → ℝ),
      x ⬝ᵥ Sum.elim p q = (x ∘ Sum.inl) ⬝ᵥ p + (x ∘ Sum.inr) ⬝ᵥ q := by
    intro p q
    simp [dotProduct, Fintype.sum_sum_type]
  have hV : (x ∘ Sum.inr) ⬝ᵥ Vᵀ *ᵥ (x ∘ Sum.inl)
      = (x ∘ Sum.inl) ⬝ᵥ V *ᵥ (x ∘ Sum.inr) := by
    rw [mulVec_transpose, dotProduct_comm, ← dotProduct_mulVec]
  rw [hamiltonian, fromBlocks_mulVec, dot, dotProduct_add, dotProduct_add, hV]
  ring

/-- For an orbital expanded in the eigenvectors of a real symmetric `H`, the energy form is the
sum of the levels weighted by the squared coefficients, and the squared norm is the sum of
the squared coefficients. -/
theorem energy_in_levels {H : Matrix n n ℝ} (hH : H.IsHermitian) (c : n → ℝ) :
    ((hH.eigenvectorUnitary : Matrix n n ℝ) *ᵥ c) ⬝ᵥ
        H *ᵥ ((hH.eigenvectorUnitary : Matrix n n ℝ) *ᵥ c)
          = ∑ i, hH.eigenvalues i * c i ^ 2 ∧
    ((hH.eigenvectorUnitary : Matrix n n ℝ) *ᵥ c) ⬝ᵥ
        ((hH.eigenvectorUnitary : Matrix n n ℝ) *ᵥ c) = ∑ i, c i ^ 2 := by
  have hU : (hH.eigenvectorUnitary : Matrix n n ℝ)ᵀ * (hH.eigenvectorUnitary : Matrix n n ℝ)
      = 1 := by
    have h := mem_unitaryGroup_iff'.mp hH.eigenvectorUnitary.2
    rwa [star_eq_conjTranspose, conjTranspose_eq_transpose_of_trivial] at h
  have hHU : H * (hH.eigenvectorUnitary : Matrix n n ℝ)
      = (hH.eigenvectorUnitary : Matrix n n ℝ) * diagonal hH.eigenvalues := by
    ext i j
    have h := congrFun (hH.mulVec_eigenvectorBasis j) i
    rw [mul_diagonal]
    simpa [Matrix.mul_apply, mulVec, dotProduct,
      hH.eigenvectorUnitary_apply, mul_comm] using h
  -- the change of basis preserves overlaps
  have iso : ∀ d : n → ℝ, ((hH.eigenvectorUnitary : Matrix n n ℝ) *ᵥ c) ⬝ᵥ
      ((hH.eigenvectorUnitary : Matrix n n ℝ) *ᵥ d) = c ⬝ᵥ d := by
    intro d
    rw [dotProduct_mulVec, ← mulVec_transpose, mulVec_mulVec, hU, one_mulVec]
  constructor
  · rw [mulVec_mulVec, hHU, ← mulVec_mulVec, iso]
    simp only [dotProduct, mulVec_diagonal]
    exact Finset.sum_congr rfl fun i _ => by ring
  · rw [iso]
    simp only [dotProduct]
    exact Finset.sum_congr rfl fun i _ => by ring

omit [DecidableEq n] in
/-- If every level that carries amplitude has positive weight, and the weighted sum of squared
amplitudes is not positive, then all amplitudes vanish. -/
theorem amplitudes_eq_zero (w c : n → ℝ) (hw : ∀ i, c i ≠ 0 → 0 < w i)
    (h : ∑ i, w i * c i ^ 2 ≤ 0) : c = 0 := by
  funext i
  by_contra hi
  have hi' : c i ≠ 0 := hi
  have hnn : ∀ j ∈ Finset.univ, 0 ≤ w j * c j ^ 2 := by
    intro j _
    by_cases hj : c j = 0
    · simp [hj]
    · exact mul_nonneg (hw j hj).le (sq_nonneg _)
  have h1 := Finset.single_le_sum hnn (Finset.mem_univ i)
  have h2 : 0 < w i * c i ^ 2 := mul_pos (hw i hi') (by positivity)
  linarith

omit [Fintype n] [DecidableEq L] in
/-- If the amplitudes on a set `s` of levels are determined by a linear readout on the
orbitals `L`, then `s` has at most as many levels as there are orbitals in `L`. -/
theorem card_le_of_readout (T : (n → ℝ) →ₗ[ℝ] (L → ℝ)) (s : Finset n)
    (h : ∀ c : n → ℝ, (∀ i, i ∉ s → c i = 0) → T c = 0 → c = 0) :
    s.card ≤ Fintype.card L := by
  -- extension of amplitudes on `s` by zero
  let E : (s → ℝ) →ₗ[ℝ] (n → ℝ) :=
    { toFun := fun d i => if hi : i ∈ s then d ⟨i, hi⟩ else 0
      map_add' := by
        intro x y
        ext i
        by_cases hi : i ∈ s <;> simp [hi]
      map_smul' := by
        intro r x
        ext i
        by_cases hi : i ∈ s <;> simp [hi] }
  have hinj : Function.Injective (T.comp E) := by
    refine (injective_iff_map_eq_zero (T.comp E)).mpr fun d hd => ?_
    have h0 : E d = 0 := h (E d) (fun i hi => by simp [E, hi]) hd
    funext i
    have hi := congrFun h0 i.1
    simpa [E] using hi
  have hr := LinearMap.finrank_le_finrank_of_injective hinj
  simpa using hr

/-- If the metal block is bounded below by `a`, at most as many levels lie below `a` as there
are ligand orbitals. -/
theorem card_below_le {A : Matrix M M ℝ} {V : Matrix M L ℝ} {B : Matrix L L ℝ} {a : ℝ}
    (hH : (hamiltonian A V B).IsHermitian) (hA : (A - a • (1 : Matrix M M ℝ)).PosSemidef) :
    (Finset.univ.filter fun i => hH.eigenvalues i < a).card ≤ Fintype.card L := by
  apply card_le_of_readout ((LinearMap.funLeft ℝ ℝ Sum.inr).comp
    (hH.eigenvectorUnitary : Matrix (M ⊕ L) (M ⊕ L) ℝ).mulVecLin)
  intro c hc hT
  obtain ⟨hE, hN⟩ := energy_in_levels hH c
  obtain ⟨x, hxU⟩ : ∃ x, x = (hH.eigenvectorUnitary : Matrix (M ⊕ L) (M ⊕ L) ℝ) *ᵥ c :=
    ⟨_, rfl⟩
  rw [← hxU] at hE hN
  -- no ligand amplitude: the orbital is purely metallic
  have hx : x ∘ Sum.inr = 0 := by rw [hxU]; exact hT
  have hB := energy_blocks A V B x
  have hD : x ⬝ᵥ x = (x ∘ Sum.inl) ⬝ᵥ (x ∘ Sum.inl) + (x ∘ Sum.inr) ⬝ᵥ (x ∘ Sum.inr) := by
    simp [dotProduct, Fintype.sum_sum_type]
  rw [hx] at hB hD
  simp only [mulVec_zero, dotProduct_zero, mul_zero, add_zero] at hB hD
  have hp := hA.dotProduct_mulVec_nonneg (x ∘ Sum.inl)
  simp only [star_trivial, sub_mulVec, smul_mulVec, one_mulVec, dotProduct_sub,
    dotProduct_smul, smul_eq_mul] at hp
  have hs : ∑ i, (a - hH.eigenvalues i) * c i ^ 2 ≤ 0 := by
    simp only [sub_mul, Finset.sum_sub_distrib, ← Finset.mul_sum]
    rw [← hE, ← hN, hB, hD]
    linarith
  refine amplitudes_eq_zero (fun i => a - hH.eigenvalues i) c (fun i hi => ?_) hs
  have hmem : i ∈ Finset.univ.filter fun i => hH.eigenvalues i < a := by
    by_contra h
    exact hi (hc i h)
  exact sub_pos.mpr (Finset.mem_filter.mp hmem).2

/-- If the ligand block is bounded above by `b`, at most as many levels lie above `b` as there
are metal orbitals. -/
theorem card_above_le {A : Matrix M M ℝ} {V : Matrix M L ℝ} {B : Matrix L L ℝ} {b : ℝ}
    (hH : (hamiltonian A V B).IsHermitian) (hB : (b • (1 : Matrix L L ℝ) - B).PosSemidef) :
    (Finset.univ.filter fun i => b < hH.eigenvalues i).card ≤ Fintype.card M := by
  apply card_le_of_readout ((LinearMap.funLeft ℝ ℝ Sum.inl).comp
    (hH.eigenvectorUnitary : Matrix (M ⊕ L) (M ⊕ L) ℝ).mulVecLin)
  intro c hc hT
  obtain ⟨hE, hN⟩ := energy_in_levels hH c
  obtain ⟨x, hxU⟩ : ∃ x, x = (hH.eigenvectorUnitary : Matrix (M ⊕ L) (M ⊕ L) ℝ) *ᵥ c :=
    ⟨_, rfl⟩
  rw [← hxU] at hE hN
  -- no metal amplitude: the orbital lives on the ligands
  have hx : x ∘ Sum.inl = 0 := by rw [hxU]; exact hT
  have hF := energy_blocks A V B x
  have hD : x ⬝ᵥ x = (x ∘ Sum.inl) ⬝ᵥ (x ∘ Sum.inl) + (x ∘ Sum.inr) ⬝ᵥ (x ∘ Sum.inr) := by
    simp [dotProduct, Fintype.sum_sum_type]
  rw [hx] at hF hD
  simp only [zero_dotProduct, mul_zero, zero_add] at hF hD
  have hp := hB.dotProduct_mulVec_nonneg (x ∘ Sum.inr)
  simp only [star_trivial, sub_mulVec, smul_mulVec, one_mulVec, dotProduct_sub,
    dotProduct_smul, smul_eq_mul] at hp
  have hs : ∑ i, (hH.eigenvalues i - b) * c i ^ 2 ≤ 0 := by
    simp only [sub_mul, Finset.sum_sub_distrib, ← Finset.mul_sum]
    rw [← hE, ← hN, hF, hD]
    linarith
  refine amplitudes_eq_zero (fun i => hH.eigenvalues i - b) c (fun i hi => ?_) hs
  have hmem : i ∈ Finset.univ.filter fun i => b < hH.eigenvalues i := by
    by_contra h
    exact hi (hc i h)
  exact sub_pos.mpr (Finset.mem_filter.mp hmem).2

/-- Let the metal block be bounded below by `a` and the ligand block above by `b < a`. Then,
counted with multiplicity, exactly as many levels lie at or below `b` as there are ligand
orbitals, and exactly as many at or above `a` as there are metal orbitals. -/
theorem ligand_field_level_count {A : Matrix M M ℝ} {V : Matrix M L ℝ} {B : Matrix L L ℝ}
    {a b : ℝ} (hH : (hamiltonian A V B).IsHermitian)
    (hA : (A - a • (1 : Matrix M M ℝ)).PosSemidef)
    (hB : (b • (1 : Matrix L L ℝ) - B).PosSemidef) (hab : b < a) :
    (Finset.univ.filter fun i => hH.eigenvalues i ≤ b).card = Fintype.card L ∧
    (Finset.univ.filter fun i => a ≤ hH.eigenvalues i).card = Fintype.card M := by
  have h1 := card_below_le hH hA
  have h2 := card_above_le hH hB
  have h3 : (Finset.univ.filter fun i => hH.eigenvalues i ≤ b).card
      ≤ (Finset.univ.filter fun i => hH.eigenvalues i < a).card :=
    Finset.card_le_card fun i hi => Finset.mem_filter.mpr
      ⟨Finset.mem_univ i, lt_of_le_of_lt (Finset.mem_filter.mp hi).2 hab⟩
  have h4 : (Finset.univ.filter fun i => a ≤ hH.eigenvalues i).card
      ≤ (Finset.univ.filter fun i => b < hH.eigenvalues i).card :=
    Finset.card_le_card fun i hi => Finset.mem_filter.mpr
      ⟨Finset.mem_univ i, lt_of_lt_of_le hab (Finset.mem_filter.mp hi).2⟩
  -- each cut, at `b` or at `a`, accounts for all levels
  have h5 : Fintype.card (M ⊕ L) ≤ (Finset.univ.filter fun i => hH.eigenvalues i ≤ b).card
      + (Finset.univ.filter fun i => b < hH.eigenvalues i).card := by
    rw [← Finset.card_univ]
    refine (Finset.card_le_card ?_).trans (Finset.card_union_le _ _)
    intro i _
    simp only [Finset.mem_union, Finset.mem_filter, Finset.mem_univ, true_and]
    exact le_or_gt _ _
  have h6 : Fintype.card (M ⊕ L) ≤ (Finset.univ.filter fun i => hH.eigenvalues i < a).card
      + (Finset.univ.filter fun i => a ≤ hH.eigenvalues i).card := by
    rw [← Finset.card_univ]
    refine (Finset.card_le_card ?_).trans (Finset.card_union_le _ _)
    intro i _
    simp only [Finset.mem_union, Finset.mem_filter, Finset.mem_univ, true_and]
    exact lt_or_ge _ _
  rw [Fintype.card_sum] at h5 h6
  constructor <;> omega

/-- Under the same bounds with `b < a`, let `s` be a choice of as many levels as there are
ligand orbitals. Its total orbital energy exceeds that of the levels at or below `b` by at
least `a - b` for each level of `s` outside that set. -/
theorem promotion_cost {A : Matrix M M ℝ} {V : Matrix M L ℝ} {B : Matrix L L ℝ}
    {a b : ℝ} (hH : (hamiltonian A V B).IsHermitian)
    (hA : (A - a • (1 : Matrix M M ℝ)).PosSemidef)
    (hB : (b • (1 : Matrix L L ℝ) - B).PosSemidef) (hab : b < a)
    (s : Finset (M ⊕ L)) (hs : s.card = Fintype.card L) :
    (a - b) * ((s \ Finset.univ.filter fun i => hH.eigenvalues i ≤ b).card : ℝ) ≤
      ∑ i ∈ s, hH.eigenvalues i
        - ∑ i ∈ Finset.univ.filter (fun i => hH.eigenvalues i ≤ b), hH.eigenvalues i := by
  obtain ⟨hlow, hhigh⟩ := ligand_field_level_count hH hA hB hab
  -- by the count, the levels above `b` are those at or above `a`
  have heq : (Finset.univ.filter fun i => a ≤ hH.eigenvalues i)
      = Finset.univ.filter fun i => b < hH.eigenvalues i := by
    apply Finset.eq_of_subset_of_card_le
    · exact fun i hi => Finset.mem_filter.mpr
        ⟨Finset.mem_univ i, lt_of_lt_of_le hab (Finset.mem_filter.mp hi).2⟩
    · rw [hhigh]
      exact card_above_le hH hB
  obtain ⟨G, hG⟩ : ∃ G, G = Finset.univ.filter fun i => hH.eigenvalues i ≤ b := ⟨_, rfl⟩
  rw [← hG] at hlow ⊢
  have hup : ∀ i ∈ s \ G, a ≤ hH.eigenvalues i := by
    intro i hi
    have hiG := (Finset.mem_sdiff.mp hi).2
    have hib : b < hH.eigenvalues i := by
      by_contra h
      exact hiG (by rw [hG]; exact Finset.mem_filter.mpr ⟨Finset.mem_univ i, not_lt.mp h⟩)
    have hmem : i ∈ Finset.univ.filter fun i => a ≤ hH.eigenvalues i := by
      rw [heq]
      exact Finset.mem_filter.mpr ⟨Finset.mem_univ i, hib⟩
    exact (Finset.mem_filter.mp hmem).2
  have hdown : ∀ i ∈ G \ s, hH.eigenvalues i ≤ b := by
    intro i hi
    have hiG := (Finset.mem_sdiff.mp hi).1
    rw [hG] at hiG
    exact (Finset.mem_filter.mp hiG).2
  -- levels common to both fillings cancel
  have split : ∀ p q : Finset (M ⊕ L), ∑ i ∈ p, hH.eigenvalues i
      = ∑ i ∈ p \ q, hH.eigenvalues i + ∑ i ∈ p ∩ q, hH.eigenvalues i := by
    intro p q
    rw [← Finset.sum_union (Finset.disjoint_sdiff_inter p q), Finset.sdiff_union_inter]
  have hcard : (G \ s).card = (s \ G).card := by
    have h1 := Finset.card_sdiff_add_card_inter s G
    have h2 := Finset.card_sdiff_add_card_inter G s
    rw [Finset.inter_comm G s] at h2
    omega
  have h1 := Finset.card_nsmul_le_sum (s \ G) hH.eigenvalues a hup
  have h2 := Finset.sum_le_card_nsmul (G \ s) hH.eigenvalues b hdown
  rw [hcard] at h2
  rw [nsmul_eq_mul] at h1 h2
  rw [split s G, split G s, Finset.inter_comm G s]
  linarith

end LigandFieldLevelCount
```

```lean
#print axioms LigandFieldLevelCount.ligand_field_level_count
#print axioms LigandFieldLevelCount.promotion_cost
```

```
'LigandFieldLevelCount.ligand_field_level_count' depends on axioms: [propext, Classical.choice, Quot.sound]
'LigandFieldLevelCount.promotion_cost' depends on axioms: [propext, Classical.choice, Quot.sound]
```

## How the lemmas assemble the count

`energy_blocks` splits the energy form into its metal, coupling and ligand parts. The two coupling terms are equal by transposition, which gives the factor 2.

`energy_in_levels` uses the matrix U whose columns are the eigenvectors. It establishes UᵀU = 1 and HU = UD, where D is the diagonal matrix of levels; the two sums over cᵢ² follow.

`amplitudes_eq_zero` is the positivity argument. A nonzero amplitude would contribute a positive term to a sum of non-negative terms, contradicting the assumed bound.

`card_le_of_readout` turns injectivity into a count. It extends amplitudes on a set of levels by zero, applies a linear readout, and compares dimensions.

`card_below_le` takes the ligand part of Uc as the readout. With that part zero, the two energy formulas and `hA` give the inequality needed by `amplitudes_eq_zero`. `card_above_le` exchanges the roles of metal and ligand and uses `hB`.

In `ligand_field_level_count`, `h1` and `h2` are the two upper bounds, `h3` and `h4` compare the counts at the two cuts, and `h5` and `h6` say that each cut accounts for all levels. `omega` solves the resulting integer inequalities.

In `promotion_cost`, `heq` uses the count to show that every level above b is already at or above a. `split` separates the common levels, `hcard` equates the sizes of the two differences, and `linarith` combines the bounds on their energies.
